# For a damped oscillator, the f-sum weight above a frequency cutoff falls off as damping over cutoff

Let an oscillator have resonance frequency $w_0 \ge 0$ and damping $g \ge 0$, and let

$$M(W) = \int_W^\infty \frac{g\,w^2}{(w_0^2-w^2)^2+g^2w^2}\,dw$$

be the spectral weight above a cutoff $W$. Then

$$W\,M(W) \to g \quad\text{as } W\to\infty .$$

When $g>0$ and $W$ is far above both $w_0$ and $g$, a frequency window that ends at $W$ therefore misses a weight of about $g/W$. Doubling the window only halves the loss, and the resonance frequency does not enter at leading order.

The integrand comes from the equation of motion $\ddot q + g\dot q + w_0^2 q = F$, where $q$ is the displacement and $F$ the driving force per unit mass. Its response function is $\chi(w) = 1/(w_0^2 - w^2 - i g w)$, with imaginary part $g w/((w_0^2-w^2)^2+g^2w^2)$. Multiplying by $w$ gives the density whose integral over all positive frequencies appears in the f-sum rule. The damping $g$ is a postulated constant. It stands for loss to an environment, or for the artificial broadening of a spectrum computed at complex frequency, and it is taken to be the same at all frequencies. This constancy produces the slow tail.

## Squeezing the density between two multiples of $1/w^2$

Take $w > W > w_0$ and write $D = (w_0^2-w^2)^2+g^2w^2$ for the denominator.

For a lower bound on $D$, drop the term $g^2w^2$ and use $w_0^2/w^2 \le w_0^2/W^2 < 1$:

$$D \ge (w^2-w_0^2)^2 = w^4\left(1-\frac{w_0^2}{w^2}\right)^2 \ge w^4\left(1-\frac{w_0^2}{W^2}\right)^2 .$$

For an upper bound, note that $0 \le w^2-w_0^2 \le w^2$, so

$$D \le w^4+g^2w^2 = w^4\left(1+\frac{g^2}{w^2}\right) \le w^4\left(1+\frac{g^2}{W^2}\right).$$

Dividing $g w^2$ by these bounds gives

$$\frac{g}{1+g^2/W^2}\,\frac1{w^2} \;\le\; \frac{g w^2}{D} \;\le\; \frac{g}{(1-w_0^2/W^2)^2}\,\frac1{w^2}.$$

The prefactors do not depend on $w$, and $\int_W^\infty w^{-2}\,dw = 1/W$. Integrating and multiplying by $W$ yields, at every cutoff $W>w_0$,

$$\frac{g}{1+g^2/W^2} \;\le\; W\,M(W) \;\le\; \frac{g}{(1-w_0^2/W^2)^2}.$$

Both outer expressions tend to $g$, and so does the quantity between them.

Two consequences follow. If $g>0$ and $p>1$, then $W^pM(W) = W^{p-1}\cdot W M(W)$ is a diverging factor times one that tends to $g>0$, so it diverges. For finitely many oscillators with strengths $f_i$, resonances $w_{0,i}$ and dampings $g_i$, the missed weight is $\sum_i f_i M_i(W)$ once $W$ exceeds every resonance, where $M_i$ is the tail of oscillator $i$. Multiplied by $W$, it tends to $\sum_i f_i g_i$.

## The density and its tail in Lean

```lean
import Mathlib

open MeasureTheory Filter Set Topology

namespace FSumWindowTail

noncomputable section

/-- Spectral density of an oscillator with resonance frequency `w0` and damping `g` at frequency
`w`. Where both `w ^ 2 = w0 ^ 2` and `g * w = 0`, the denominator vanishes and the value is 0 by
Lean's convention for division. -/
def lossDensity (w0 g w : ℝ) : ℝ :=
  g * w ^ 2 / ((w0 ^ 2 - w ^ 2) ^ 2 + g ^ 2 * w ^ 2)
```

`lossDensity w0 g w` is $w\,\mathrm{Im}\,\chi(w)$ for unit strength. All three arguments are real numbers, and no factor $2/\pi$ is included. With $w_0=0$ and $g>0$ it describes free carriers with Drude damping.

```lean
/-- The spectral weight above the cutoff `W`, which a frequency window ending at `W` misses. -/
def missedWeight (w0 g W : ℝ) : ℝ :=
  ∫ w in Ioi W, lossDensity w0 g w
```

`missedWeight w0 g W` is $M(W)$, a Lebesgue integral over the open half-line `Ioi W`. Lean assigns the value zero to the integral of a non-integrable function, so integrability has to be established before the number means anything. This is done below for every $W>w_0$.

## Pointwise bounds above the resonance

```lean
/-- Above a cutoff `W` that exceeds the nonnegative resonance frequency, the spectral density of an
oscillator with nonnegative damping lies between two explicit multiples of `1 / w ^ 2`. -/
theorem lossDensity_bounds {w0 g W x : ℝ} (hw0 : 0 ≤ w0) (hg : 0 ≤ g) (hW : w0 < W)
    (hx : W < x) :
    g / (1 + g ^ 2 / W ^ 2) * (x ^ 2)⁻¹ ≤ lossDensity w0 g x ∧
      lossDensity w0 g x ≤ g / (1 - w0 ^ 2 / W ^ 2) ^ 2 * (x ^ 2)⁻¹ := by
  have hWpos : 0 < W := lt_of_le_of_lt hw0 hW
  have hxpos : 0 < x := hWpos.trans hx
  have hWx : W ≤ x := hx.le
  have key : ∀ a : ℝ, a ^ 2 ≤ a ^ 2 / W ^ 2 * x ^ 2 := by
    intro a
    calc a ^ 2 = a ^ 2 / W ^ 2 * W ^ 2 := by field_simp
      _ ≤ a ^ 2 / W ^ 2 * x ^ 2 := by gcongr
  have hsq : w0 ^ 2 < W ^ 2 := pow_lt_pow_left₀ hW hw0 two_ne_zero
  have hrpos : 0 < 1 - w0 ^ 2 / W ^ 2 := by
    rw [sub_pos, div_lt_one (by positivity)]
    exact hsq
  have hspos : 0 < 1 + g ^ 2 / W ^ 2 := by positivity
  have h1 : x ^ 2 * (1 - w0 ^ 2 / W ^ 2) ≤ x ^ 2 - w0 ^ 2 := by
    linarith [key w0]
  have h2 : g ^ 2 + x ^ 2 ≤ x ^ 2 * (1 + g ^ 2 / W ^ 2) := by
    linarith [key g]
  have h3 : w0 ^ 2 ≤ x ^ 2 := hsq.le.trans (pow_le_pow_left₀ hWpos.le hWx 2)
  -- name the two correction factors, so that they are treated as single numbers
  generalize 1 - w0 ^ 2 / W ^ 2 = r at *
  generalize 1 + g ^ 2 / W ^ 2 = s at *
  have hlow : (x ^ 2 * r) ^ 2 ≤ (w0 ^ 2 - x ^ 2) ^ 2 + g ^ 2 * x ^ 2 := by
    have h := pow_le_pow_left₀ (by positivity) h1 2
    linarith [sq_nonneg (g * x), mul_pow g x 2, sub_sq_comm (w0 ^ 2) (x ^ 2)]
  have hupp : (w0 ^ 2 - x ^ 2) ^ 2 + g ^ 2 * x ^ 2 ≤ x ^ 2 * (x ^ 2 * s) := by
    have ha := mul_le_mul_of_nonneg_left h2 (sq_nonneg x)
    have hb := mul_le_mul_of_nonneg_left h3 (sq_nonneg w0)
    have hc : 0 ≤ w0 ^ 2 * x ^ 2 := by positivity
    linarith [sub_sq (w0 ^ 2) (x ^ 2), sq (w0 ^ 2), sq (x ^ 2),
      mul_add (x ^ 2) (g ^ 2) (x ^ 2), mul_comm (x ^ 2) (g ^ 2)]
  have hD : 0 < (w0 ^ 2 - x ^ 2) ^ 2 + g ^ 2 * x ^ 2 :=
    lt_of_lt_of_le (by positivity) hlow
  unfold lossDensity
  constructor
  · have e : g / s * (x ^ 2)⁻¹ = g * x ^ 2 / (x ^ 2 * (x ^ 2 * s)) := by
      field_simp
    rw [e]
    exact div_le_div_of_nonneg_left (by positivity) hD hupp
  · have e : g / r ^ 2 * (x ^ 2)⁻¹ = g * x ^ 2 / (x ^ 2 * r) ^ 2 := by
      field_simp
    rw [e]
    exact div_le_div_of_nonneg_left (by positivity) (by positivity) hlow
```

The theorem is the two-sided estimate of the density, with the frequency called `x`. The hypothesis `hW` places the cutoff above the resonance, and `hx` places the frequency above the cutoff.

The local statement `key` says that $a^2 \le (a^2/W^2)\,x^2$, which holds because $W\le x$. Applied to $w_0$ it gives `h1`, and applied to $g$ it gives `h2`. These are the replacements of $w$ by $W$ in the two correction factors. The factors are then renamed `r` and `s`, so that the remaining algebra treats them as plain numbers.

The lower bound on the denominator is `hlow`: square `h1` and add the nonnegative term $g^2x^2$. The upper bound is `hupp`, where expanding the square leaves $w_0^4-2w_0^2x^2$ to be bounded by zero, which follows from $w_0^2\le x^2$. The last lines divide the common numerator $g x^2$ by the two bounds. A larger denominator gives a smaller quotient, so `hupp` supplies the lower bound on the density and `hlow` the upper one.

## Integrating the comparison function

```lean
/-- The tail `1 / w ^ 2` is integrable above any positive cutoff `W`, with integral `1 / W`. -/
theorem inv_sq_tail {W : ℝ} (hW : 0 < W) :
    IntegrableOn (fun x : ℝ => (x ^ 2)⁻¹) (Ioi W) ∧ ∫ x in Ioi W, (x ^ 2)⁻¹ = W⁻¹ := by
  have hpow : ∀ x ∈ Ioi W, x ^ (-2 : ℝ) = (x ^ 2)⁻¹ := by
    intro x hx
    have hx0 : 0 < x := hW.trans hx
    rw [Real.rpow_neg hx0.le, Real.rpow_two]
  constructor
  · exact (integrableOn_Ioi_rpow_of_lt (by norm_num : (-2 : ℝ) < -1) hW).congr_fun
      hpow measurableSet_Ioi
  · rw [← setIntegral_congr_fun measurableSet_Ioi hpow,
      integral_Ioi_rpow_of_lt (by norm_num : (-2 : ℝ) < -1) hW,
      show (-2 : ℝ) + 1 = -1 by norm_num, Real.rpow_neg_one]
    ring
```

This is $\int_W^\infty x^{-2}\,dx = 1/W$, together with the integrability of $x^{-2}$ on the same range. Mathlib has both facts for real powers with exponent below $-1$, and `hpow` identifies the real power $x^{-2}$ with the inverse square.

```lean
/-- For nonnegative damping, the spectral density is integrable above any cutoff that exceeds
the resonance frequency. -/
theorem lossDensity_integrableOn {w0 g W : ℝ} (hw0 : 0 ≤ w0) (hg : 0 ≤ g) (hW : w0 < W) :
    IntegrableOn (fun x => lossDensity w0 g x) (Ioi W) := by
  have hm : Measurable (fun x => lossDensity w0 g x) := by
    unfold lossDensity
    fun_prop
  refine Integrable.mono' (Integrable.const_mul (inv_sq_tail (lt_of_le_of_lt hw0 hW)).1
    (g / (1 - w0 ^ 2 / W ^ 2) ^ 2)) hm.aestronglyMeasurable ?_
  refine (ae_restrict_iff' measurableSet_Ioi).2 (Eventually.of_forall fun x hx => ?_)
  have hnn : 0 ≤ lossDensity w0 g x := by
    unfold lossDensity
    positivity
  rw [Real.norm_of_nonneg hnn]
  exact (lossDensity_bounds hw0 hg hW hx).2
```

The density is nonnegative and lies below a constant times $1/x^2$, so it is integrable by domination. `Integrable.mono'` is the comparison test, and its bound is the second half of `lossDensity_bounds`.

```lean
/-- Bounds at a finite cutoff: for nonnegative damping and `W` above the nonnegative resonance
frequency, `W` times the missed weight lies between `g / (1 + g²/W²)` and `g / (1 - w0²/W²)²`. -/
theorem missedWeight_bounds {w0 g W : ℝ} (hw0 : 0 ≤ w0) (hg : 0 ≤ g) (hW : w0 < W) :
    g / (1 + g ^ 2 / W ^ 2) ≤ W * missedWeight w0 g W ∧
      W * missedWeight w0 g W ≤ g / (1 - w0 ^ 2 / W ^ 2) ^ 2 := by
  have hWpos : 0 < W := lt_of_le_of_lt hw0 hW
  obtain ⟨hint, hval⟩ := inv_sq_tail hWpos
  have hL := lossDensity_integrableOn hw0 hg hW
  have key : ∀ c : ℝ, W * (c * W⁻¹) = c := fun c => by field_simp
  constructor
  · have h := setIntegral_mono_on (Integrable.const_mul hint (g / (1 + g ^ 2 / W ^ 2))) hL
      measurableSet_Ioi (fun x hx => (lossDensity_bounds hw0 hg hW hx).1)
    rw [integral_const_mul, hval] at h
    have h' := mul_le_mul_of_nonneg_left h hWpos.le
    rwa [key] at h'
  · have h := setIntegral_mono_on hL
      (Integrable.const_mul hint (g / (1 - w0 ^ 2 / W ^ 2) ^ 2))
      measurableSet_Ioi (fun x hx => (lossDensity_bounds hw0 hg hW hx).2)
    rw [integral_const_mul, hval] at h
    have h' := mul_le_mul_of_nonneg_left h hWpos.le
    rwa [key] at h'
```

These are the bounds at finite cutoff. In each half, `setIntegral_mono_on` integrates one of the pointwise inequalities, `integral_const_mul` takes the constant outside, and `hval` inserts $1/W$. Multiplying by $W>0$ then cancels the $1/W$, which is what the local `key` states.

## The limit and the rate

```lean
/-- For nonnegative resonance frequency and damping, the cutoff `W` times the spectral weight
missed above `W` tends to the damping `g` as `W` tends to infinity. -/
theorem tendsto_mul_missedWeight {w0 g : ℝ} (hw0 : 0 ≤ w0) (hg : 0 ≤ g) :
    Tendsto (fun W => W * missedWeight w0 g W) atTop (𝓝 g) := by
  have hz : ∀ c : ℝ, Tendsto (fun W : ℝ => c / W ^ 2) atTop (𝓝 0) := fun c =>
    tendsto_const_nhds.div_atTop (tendsto_pow_atTop two_ne_zero)
  have lo : Tendsto (fun W : ℝ => g / (1 + g ^ 2 / W ^ 2)) atTop (𝓝 (g / (1 + 0))) :=
    tendsto_const_nhds.div (tendsto_const_nhds.add (hz _)) (by norm_num)
  have up : Tendsto (fun W : ℝ => g / (1 - w0 ^ 2 / W ^ 2) ^ 2) atTop
      (𝓝 (g / (1 - 0) ^ 2)) :=
    tendsto_const_nhds.div ((tendsto_const_nhds.sub (hz _)).pow 2) (by norm_num)
  rw [add_zero, div_one] at lo
  rw [sub_zero, one_pow, div_one] at up
  -- squeeze between the two finite-cutoff bounds
  refine tendsto_of_tendsto_of_tendsto_of_le_of_le' lo up ?_ ?_
  · filter_upwards [eventually_gt_atTop w0] with W hW
    exact (missedWeight_bounds hw0 hg hW).1
  · filter_upwards [eventually_gt_atTop w0] with W hW
    exact (missedWeight_bounds hw0 hg hW).2
```

This is the main result. `Tendsto … atTop (𝓝 g)` reads "tends to $g$ as $W\to\infty$". The statements `lo` and `up` are the limits of the two bounds, both reduced to $c/W^2\to0$ for a constant $c$. The squeeze theorem finishes the argument. It needs the inequalities only for large $W$, so `eventually_gt_atTop w0` can restrict attention to cutoffs above the resonance.

The theorem includes $g=0$, where the density vanishes above the resonance and the limit is zero. The formula at $g=0$ does not contain the spike at $w_0$ that the density approaches as $g\to0^+$, but that spike lies inside the window once $W>w_0$.

```lean
/-- For positive damping and nonnegative resonance frequency, the missed weight multiplied by any
power `W ^ p` with `p > 1` tends to infinity as `W` does. -/
theorem tendsto_rpow_mul_missedWeight {w0 g p : ℝ} (hw0 : 0 ≤ w0) (hg : 0 < g) (hp : 1 < p) :
    Tendsto (fun W => W ^ p * missedWeight w0 g W) atTop atTop := by
  have h := (tendsto_rpow_atTop (sub_pos.2 hp)).atTop_mul_pos hg
    (tendsto_mul_missedWeight hw0 hg.le)
  refine h.congr' ?_
  filter_upwards [eventually_gt_atTop (0 : ℝ)] with W hW
  rw [Real.rpow_sub_one hW.ne', ← mul_assoc, div_mul_cancel₀ _ hW.ne']
```

Here `W ^ p` is a real power, so $p$ may lie as close to 1 as one likes. The proof multiplies the diverging factor $W^{p-1}$ by the convergent one from the main theorem and then recombines the powers. At $g=0$ the product is zero for large $W$, so the divergence requires $g\ne0$.

## Several resonances

```lean
/-- For finitely many oscillators with strengths `f i` and nonnegative resonance frequencies
and dampings, `W` times the weight missed above `W` tends to the sum of `f i * g i`. -/
theorem tendsto_mul_missedWeight_sum {ι : Type*} [Fintype ι] (f w0 g : ι → ℝ)
    (hw0 : ∀ i, 0 ≤ w0 i) (hg : ∀ i, 0 ≤ g i) :
    Tendsto (fun W => W * ∫ x in Ioi W, ∑ i, f i * lossDensity (w0 i) (g i) x) atTop
      (𝓝 (∑ i, f i * g i)) := by
  have h : Tendsto (fun W => ∑ i, f i * (W * missedWeight (w0 i) (g i) W)) atTop
      (𝓝 (∑ i, f i * g i)) :=
    tendsto_finsetSum _ fun i _ => (tendsto_mul_missedWeight (hw0 i) (hg i)).const_mul (f i)
  refine h.congr' ?_
  -- once the cutoff exceeds every resonance, sum and integral can be exchanged
  filter_upwards [eventually_all.2 fun i => eventually_gt_atTop (w0 i)] with W hW
  have hi : ∀ i ∈ Finset.univ, Integrable (fun x => f i * lossDensity (w0 i) (g i) x)
      (volume.restrict (Ioi W)) := fun i _ =>
    Integrable.const_mul (lossDensity_integrableOn (hw0 i) (hg i) (hW i)) (f i)
  rw [MeasureTheory.integral_finsetSum _ hi, Finset.mul_sum]
  refine Finset.sum_congr rfl fun i _ => ?_
  rw [integral_const_mul, missedWeight]
  ring

end

end FSumWindowTail
```

The index type `ι` is finite and labels the oscillators, which contribute additively. The strengths `f i` may be any real numbers, including negative ones. If $\sum_i f_i g_i$ happens to vanish, the theorem says that the missed weight decays faster than $1/W$.

The first step, `h`, adds up the single-oscillator limits. The rest shows that this sum equals $W$ times the integral of the full spectrum for large $W$. Once the cutoff exceeds every $w_{0,i}$, each term is integrable, and `integral_finsetSum` exchanges sum and integral. The theorem does not cover infinitely many oscillators or a continuum of transitions. There the resonances may extend above every cutoff, and exchanging the limit with the sum would need a separate argument.

```lean
#print axioms FSumWindowTail.tendsto_rpow_mul_missedWeight
-- 'FSumWindowTail.tendsto_rpow_mul_missedWeight' depends on axioms: [propext, Classical.choice, Quot.sound]
#print axioms FSumWindowTail.tendsto_mul_missedWeight_sum
-- 'FSumWindowTail.tendsto_mul_missedWeight_sum' depends on axioms: [propext, Classical.choice, Quot.sound]
```

## Truncated spectra from linear response

For a finite set of discrete transitions broadened by a constant imaginary part of the frequency, the result gives the leading part of the f-sum deficit that a finite frequency window causes in a computed absorption spectrum. Linear-response codes commonly evaluate the polarizability at a complex frequency $w+i\eta$ with a small constant $\eta>0$. In atomic units, a transition of frequency $\Omega_i$ and oscillator strength $f_i$ then contributes

$$\frac{f_i}{\Omega_i^2-(w+i\eta)^2} = \frac{f_i}{(\Omega_i^2+\eta^2)-w^2-2i\eta w}.$$

This is a damped oscillator with $w_{0,i}^2=\Omega_i^2+\eta^2$ and $g_i=2\eta$. The limit $\sum_i f_i g_i$ becomes $2\eta\sum_i f_i$, so the weight missing above $W$ is approximately $2\eta\sum_i f_i/W$. This estimate does not apply to a line spectrum convolved with Gaussians, whose tails fall off faster than any power of the frequency.

Take a single transition of unit strength at 10 eV, with $\eta=0.1$ eV and a grid that ends at $W=50$ eV. The leading estimate of the missed weight is $0.2/50=0.004$, and the finite-cutoff bounds place the true value between about 0.0040 and 0.0043. The full integral for unit strength is $\pi/2$, a textbook value quoted here without derivation, so the window loses slightly less than 0.3 % of the sum.

The estimate can serve as a tail correction when the total strength is to be found from a computed spectrum. Let $I$ be the integral of $w\,\mathrm{Im}\,\alpha(w)$ from $0$ to $W$, where $\alpha(w)$ is the polarizability evaluated at $w+i\eta$, and suppose that all transitions lie well below $W$. Then $I \approx (\pi/2-2\eta/W)\sum_i f_i$, and dividing $I$ by the bracket gives the total strength without knowledge of the individual $f_i$. The correction accounts for the broadened tails of these transitions. A transition with its resonance above the cutoff loses most of its weight when $\eta$ is small compared with its distance from $W$, and the correction does not restore that loss.
